# Two excitations at distinct energies fit a frozen-eigenvector plasmon-pole model exactly only if their transition vectors are orthogonal

For two excitations with distinct positive energies, the static response matrix commutes with the response at a nonzero imaginary frequency exactly when the transition vectors are orthogonal or linearly dependent. A frozen orthonormal eigenbasis with one pole per eigenvector reproduces the response at all imaginary frequencies only in the orthogonal case, and there it always can.

In Lean 4 with Mathlib:

```lean
import Mathlib

open Matrix

namespace PlasmonPole

noncomputable section

variable {n : Type*}

/-- Response matrix at imaginary frequency `ν` of two excitations with energies `w₁`, `w₂` and
transition vectors `u`, `v`; its domain is `w₁² + ν² ≠ 0` and `w₂² + ν² ≠ 0`. -/
def response (u v : n → ℝ) (w₁ w₂ ν : ℝ) : Matrix n n ℝ :=
  (1 / (w₁ ^ 2 + ν ^ 2)) • vecMulVec u u + (1 / (w₂ ^ 2 + ν ^ 2)) • vecMulVec v v

/-- The outer product of two vectors is symmetric exactly when they are linearly dependent. -/
theorem outer_symm_iff (u v : n → ℝ) :
    vecMulVec u v = vecMulVec v u ↔ ¬ LinearIndependent ℝ ![u, v] := by
  rw [LinearIndependent.pair_iff]
  constructor
  · intro h hli
    have hu : ∀ j, u j = 0 := by
      intro j
      have hj : v j • u + (-u j) • v = 0 := by
        ext i
        have hij := congrFun (congrFun h i) j
        simp only [vecMulVec_apply] at hij
        simp only [Pi.add_apply, Pi.smul_apply, smul_eq_mul, Pi.zero_apply]
        linear_combination hij
      exact neg_eq_zero.1 (hli _ _ hj).2
    have h1 : (1 : ℝ) • u + (0 : ℝ) • v = 0 := by
      ext i
      simp [hu i]
    exact one_ne_zero (hli _ _ h1).1
  · intro h
    by_contra hne
    apply h
    intro s t hst
    have e : ∀ i, s * u i + t * v i = 0 := fun i => by
      simpa only [Pi.add_apply, Pi.smul_apply, smul_eq_mul, Pi.zero_apply] using congrFun hst i
    constructor
    · by_contra hs
      apply hne
      ext i j
      simp only [vecMulVec_apply]
      apply mul_left_cancel₀ hs
      linear_combination v j * e i - v i * e j
    · by_contra ht
      apply hne
      ext i j
      simp only [vecMulVec_apply]
      apply mul_left_cancel₀ ht
      linear_combination u i * e j - u j * e i

variable [Fintype n]

/-- Two outer products multiply through the overlap of the inner vectors. -/
theorem outer_mul (a b c d : n → ℝ) :
    vecMulVec a b * vecMulVec c d = (b ⬝ᵥ c) • vecMulVec a d := by
  ext i j
  simp only [Matrix.mul_apply, vecMulVec_apply, Matrix.smul_apply, smul_eq_mul, dotProduct,
    Finset.sum_mul]
  exact Finset.sum_congr rfl fun k _ => by ring

/-- An outer product acts on a vector by taking an overlap. -/
theorem outer_mulVec (a b x : n → ℝ) : vecMulVec a b *ᵥ x = (b ⬝ᵥ x) • a := by
  ext i
  simp only [Matrix.mulVec, dotProduct, vecMulVec_apply, Pi.smul_apply, smul_eq_mul,
    Finset.sum_mul]
  exact Finset.sum_congr rfl fun k _ => by ring

/-- The response to a perturbation `x` is a combination of the two transition vectors, weighted
by their overlaps with `x` and their pole factors. -/
theorem response_mulVec (u v x : n → ℝ) (w₁ w₂ ν : ℝ) :
    response u v w₁ w₂ ν *ᵥ x =
      ((u ⬝ᵥ x) / (w₁ ^ 2 + ν ^ 2)) • u + ((v ⬝ᵥ x) / (w₂ ^ 2 + ν ^ 2)) • v := by
  ext i
  simp only [response, Matrix.mulVec, dotProduct, Matrix.add_apply, Matrix.smul_apply,
    vecMulVec_apply, Pi.add_apply, Pi.smul_apply, smul_eq_mul, Finset.sum_div, Finset.sum_mul,
    ← Finset.sum_add_distrib]
  exact Finset.sum_congr rfl fun k _ => by ring

/-- For positive excitation energies, the commutator of the static and the dynamic response is
an explicit multiple of the antisymmetric matrix `u vᵀ - v uᵀ`. -/
theorem response_commutator (u v : n → ℝ) {w₁ w₂ : ℝ} (h₁ : 0 < w₁) (h₂ : 0 < w₂) (ν : ℝ) :
    response u v w₁ w₂ 0 * response u v w₁ w₂ ν - response u v w₁ w₂ ν * response u v w₁ w₂ 0 =
      (ν ^ 2 * (w₂ ^ 2 - w₁ ^ 2) / (w₁ ^ 2 * (w₂ ^ 2 + ν ^ 2) * ((w₁ ^ 2 + ν ^ 2) * w₂ ^ 2))
        * (u ⬝ᵥ v)) • (vecMulVec u v - vecMulVec v u) := by
  have key : 1 / w₁ ^ 2 * (1 / (w₂ ^ 2 + ν ^ 2)) - 1 / (w₁ ^ 2 + ν ^ 2) * (1 / w₂ ^ 2) =
      ν ^ 2 * (w₂ ^ 2 - w₁ ^ 2) /
        (w₁ ^ 2 * (w₂ ^ 2 + ν ^ 2) * ((w₁ ^ 2 + ν ^ 2) * w₂ ^ 2)) := by
    rw [div_mul_div_comm, div_mul_div_comm, div_sub_div _ _ (by positivity) (by positivity)]
    congr 1
    ring
  have e₁ : w₁ ^ 2 + (0 : ℝ) ^ 2 = w₁ ^ 2 := by ring
  have e₂ : w₂ ^ 2 + (0 : ℝ) ^ 2 = w₂ ^ 2 := by ring
  rw [← key]
  simp only [response, e₁, e₂, Matrix.add_mul, Matrix.mul_add, Matrix.smul_mul, Matrix.mul_smul,
    outer_mul, dotProduct_comm v u]
  ext i j
  simp only [Matrix.sub_apply, Matrix.add_apply, Matrix.smul_apply, smul_eq_mul, vecMulVec_apply]
  ring

/-- For distinct positive excitation energies and `ν ≠ 0`, the static and the dynamic response
commute exactly when the transition vectors are orthogonal or linearly dependent. -/
theorem response_commute_iff (u v : n → ℝ) {w₁ w₂ ν : ℝ} (h₁ : 0 < w₁) (h₂ : 0 < w₂)
    (hw : w₁ ≠ w₂) (hν : ν ≠ 0) :
    Commute (response u v w₁ w₂ 0) (response u v w₁ w₂ ν) ↔
      u ⬝ᵥ v = 0 ∨ ¬ LinearIndependent ℝ ![u, v] := by
  have hd : w₂ ^ 2 - w₁ ^ 2 ≠ 0 := fun h =>
    hw ((sq_eq_sq₀ h₁.le h₂.le).1 (by linarith))
  have hc : ν ^ 2 * (w₂ ^ 2 - w₁ ^ 2) /
      (w₁ ^ 2 * (w₂ ^ 2 + ν ^ 2) * ((w₁ ^ 2 + ν ^ 2) * w₂ ^ 2)) ≠ 0 :=
    div_ne_zero (mul_ne_zero (pow_ne_zero 2 hν) hd) (by positivity)
  rw [commute_iff_eq, ← sub_eq_zero, response_commutator u v h₁ h₂, smul_eq_zero,
    sub_eq_zero, outer_symm_iff, mul_eq_zero, or_iff_right hc]

/-- Let the excitation energies be distinct and positive, and the transition vectors neither
orthogonal nor linearly dependent. Then at any `ν ≠ 0` every basis of static eigenvectors
contains a vector that is not an eigenvector of the dynamic response. -/
theorem frozen_eigenvectors_fail {ι : Type*} (u v : n → ℝ) {w₁ w₂ ν : ℝ} (h₁ : 0 < w₁)
    (h₂ : 0 < w₂) (hw : w₁ ≠ w₂) (hν : ν ≠ 0) (huv : u ⬝ᵥ v ≠ 0)
    (hli : LinearIndependent ℝ ![u, v]) (b : Module.Basis ι ℝ (n → ℝ))
    (hb : ∀ i, ∃ a : ℝ, response u v w₁ w₂ 0 *ᵥ b i = a • b i) :
    ∃ i, ∀ a : ℝ, response u v w₁ w₂ ν *ᵥ b i ≠ a • b i := by
  classical
  by_contra hcon
  have hb' : ∀ i, ∃ a : ℝ, response u v w₁ w₂ ν *ᵥ b i = a • b i := fun i => by
    by_contra h
    exact hcon ⟨i, fun a ha => h ⟨a, ha⟩⟩
  -- matrices with a common eigenbasis commute
  have hL : Matrix.toLin' (response u v w₁ w₂ 0 * response u v w₁ w₂ ν) =
      Matrix.toLin' (response u v w₁ w₂ ν * response u v w₁ w₂ 0) := b.ext fun i => by
    obtain ⟨a, ha⟩ := hb i
    obtain ⟨c, hc⟩ := hb' i
    rw [Matrix.toLin'_apply, Matrix.toLin'_apply, ← Matrix.mulVec_mulVec,
      ← Matrix.mulVec_mulVec, hc, ha, Matrix.mulVec_smul, Matrix.mulVec_smul, ha, hc, smul_comm]
  rcases (response_commute_iff u v h₁ h₂ hw hν).1 (Matrix.toLin'.injective hL) with h | h
  · exact huv h
  · exact h hli

/-- If a sum of two poles at distinct positive energies, with weights `p²` and `q²`, equals a
single pole at all imaginary frequencies, then one of the weights vanishes. -/
theorem weight_eq_zero_of_single_pole {w₁ w₂ Ω p q A : ℝ} (h₁ : 0 < w₁) (h₂ : 0 < w₂)
    (hw : w₁ ≠ w₂) (hΩ : 0 < Ω)
    (h : ∀ ν : ℝ, p ^ 2 / (w₁ ^ 2 + ν ^ 2) + q ^ 2 / (w₂ ^ 2 + ν ^ 2) = A / (Ω ^ 2 + ν ^ 2)) :
    p * q = 0 := by
  have hd : w₂ ^ 2 - w₁ ^ 2 ≠ 0 := fun h =>
    hw ((sq_eq_sq₀ h₁.le h₂.le).1 (by linarith))
  have H : ∀ ν : ℝ, (p ^ 2 * (w₂ ^ 2 + ν ^ 2) + q ^ 2 * (w₁ ^ 2 + ν ^ 2)) * (Ω ^ 2 + ν ^ 2) =
      A * (w₁ ^ 2 + ν ^ 2) * (w₂ ^ 2 + ν ^ 2) := by
    intro ν
    have d₁ : w₁ ^ 2 + ν ^ 2 ≠ 0 := by positivity
    have d₂ : w₂ ^ 2 + ν ^ 2 ≠ 0 := by positivity
    have d₃ : Ω ^ 2 + ν ^ 2 ≠ 0 := by positivity
    have hν := h ν
    rw [div_add_div _ _ d₁ d₂, div_eq_div_iff (mul_ne_zero d₁ d₂) d₃] at hν
    linear_combination hν
  -- interpolate from `ν = 0, 1, 2` to the poles `ν² = -w₁²` and `ν² = -w₂²`
  have E₁ : p ^ 2 * (w₂ ^ 2 - w₁ ^ 2) * (Ω ^ 2 - w₁ ^ 2) = 0 := by
    linear_combination ((w₁ ^ 2 + 1) * (w₁ ^ 2 + 4) / 4) * H 0
      - (w₁ ^ 2 * (w₁ ^ 2 + 4) / 3) * H 1 + (w₁ ^ 2 * (w₁ ^ 2 + 1) / 12) * H 2
  have E₂ : q ^ 2 * (w₂ ^ 2 - w₁ ^ 2) * (Ω ^ 2 - w₂ ^ 2) = 0 := by
    linear_combination -((w₂ ^ 2 + 1) * (w₂ ^ 2 + 4) / 4) * H 0
      + (w₂ ^ 2 * (w₂ ^ 2 + 4) / 3) * H 1 - (w₂ ^ 2 * (w₂ ^ 2 + 1) / 12) * H 2
  by_contra hpq
  have F₁ := (mul_eq_zero.1 E₁).resolve_left
    (mul_ne_zero (pow_ne_zero 2 (left_ne_zero_of_mul hpq)) hd)
  have F₂ := (mul_eq_zero.1 E₂).resolve_left
    (mul_ne_zero (pow_ne_zero 2 (right_ne_zero_of_mul hpq)) hd)
  exact hd (by linarith)

/-- For orthogonal transition vectors and positive excitation energies, every eigenvector of
`u uᵀ - v vᵀ` is an eigenvector of the response at all `ν`, with a single-pole eigenvalue. -/
theorem single_pole_of_orthogonal {u v x : n → ℝ} {w₁ w₂ l : ℝ} (h₁ : 0 < w₁) (h₂ : 0 < w₂)
    (huv : u ⬝ᵥ v = 0) (hx : (u ⬝ᵥ x) • u - (v ⬝ᵥ x) • v = l • x) :
    ∃ A Ω : ℝ, 0 < Ω ∧ ∀ ν : ℝ, response u v w₁ w₂ ν *ᵥ x = (A / (Ω ^ 2 + ν ^ 2)) • x := by
  have hvu : v ⬝ᵥ u = 0 := by rw [dotProduct_comm, huv]
  have hu := congrArg (fun y => u ⬝ᵥ y) hx
  have hv := congrArg (fun y => v ⬝ᵥ y) hx
  simp only [dotProduct_sub, dotProduct_smul, smul_eq_mul, huv, hvu] at hu hv
  by_cases hp : u ⬝ᵥ x = 0
  · refine ⟨-l, w₂, h₂, fun ν => ?_⟩
    rw [response_mulVec, hp]
    rw [hp] at hx
    linear_combination (norm := module) (-(1 / (w₂ ^ 2 + ν ^ 2))) • hx
  · -- an eigenvector cannot overlap with both transition vectors
    have hq : v ⬝ᵥ x = 0 := by
      by_contra hq
      have a₁ : u ⬝ᵥ u = l := mul_left_cancel₀ hp (by linear_combination hu)
      have a₂ : v ⬝ᵥ v = -l := mul_left_cancel₀ hq (by linear_combination -hv)
      have n₁ : 0 ≤ u ⬝ᵥ u := Finset.sum_nonneg fun i _ => mul_self_nonneg (u i)
      have n₂ : 0 ≤ v ⬝ᵥ v := Finset.sum_nonneg fun i _ => mul_self_nonneg (v i)
      have hu0 : u = 0 := dotProduct_self_eq_zero.1 (by linarith)
      exact hp (by rw [hu0, zero_dotProduct])
    refine ⟨l, w₁, h₁, fun ν => ?_⟩
    rw [response_mulVec, hq]
    rw [hq] at hx
    linear_combination (norm := module) (1 / (w₁ ^ 2 + ν ^ 2)) • hx

/-- For distinct positive excitation energies, a plasmon-pole model with a frozen orthonormal
eigenbasis and one pole per eigenvector reproduces the response at all imaginary frequencies
exactly when the transition vectors are orthogonal. -/
theorem plasmon_pole_exact_iff (u v : n → ℝ) {w₁ w₂ : ℝ} (h₁ : 0 < w₁) (h₂ : 0 < w₂)
    (hw : w₁ ≠ w₂) :
    (∃ (b : OrthonormalBasis n ℝ (EuclideanSpace ℝ n)) (A Ω : n → ℝ), (∀ i, 0 < Ω i) ∧
      ∀ i, ∀ ν : ℝ, response u v w₁ w₂ ν *ᵥ (b i).ofLp =
        (A i / (Ω i ^ 2 + ν ^ 2)) • (b i).ofLp) ↔ u ⬝ᵥ v = 0 := by
  classical
  constructor
  · rintro ⟨b, A, Ω, hΩ, h⟩
    have hin : ∀ x y : EuclideanSpace ℝ n, inner ℝ x y = x.ofLp ⬝ᵥ y.ofLp := fun x y => by
      rw [EuclideanSpace.inner_eq_star_dotProduct, star_trivial, dotProduct_comm]
    have hpq : ∀ i, (u ⬝ᵥ (b i).ofLp) * (v ⬝ᵥ (b i).ofLp) = 0 := by
      intro i
      have hn : (b i).ofLp ⬝ᵥ (b i).ofLp = 1 := by
        rw [← hin, real_inner_self_eq_norm_sq, b.orthonormal.1 i, one_pow]
      refine weight_eq_zero_of_single_pole (A := A i) h₁ h₂ hw (hΩ i) fun ν => ?_
      have e := congrArg (fun y => (b i).ofLp ⬝ᵥ y) (h i ν)
      simp only [response_mulVec, dotProduct_add, dotProduct_smul, smul_eq_mul, hn] at e
      rw [dotProduct_comm (b i).ofLp u, dotProduct_comm (b i).ofLp v] at e
      linear_combination e
    -- resolve the overlap of `u` and `v` in the frozen basis
    have s : ∑ i, (u ⬝ᵥ (b i).ofLp) * ((b i).ofLp ⬝ᵥ v) = u ⬝ᵥ v := by
      have e := b.sum_inner_mul_inner (WithLp.toLp 2 u) (WithLp.toLp 2 v)
      simpa only [hin] using e
    rw [← s]
    exact Finset.sum_eq_zero fun i _ => by
      rw [dotProduct_comm (b i).ofLp v]
      exact hpq i
  · intro huv
    have hA : (vecMulVec u u - vecMulVec v v).IsHermitian :=
      Matrix.IsHermitian.ext fun i j => by simp [vecMulVec_apply, mul_comm]
    have key : ∀ i, ∃ A Ω : ℝ, 0 < Ω ∧ ∀ ν : ℝ,
        response u v w₁ w₂ ν *ᵥ (hA.eigenvectorBasis i).ofLp =
          (A / (Ω ^ 2 + ν ^ 2)) • (hA.eigenvectorBasis i).ofLp := by
      intro i
      have e := hA.mulVec_eigenvectorBasis i
      rw [Matrix.sub_mulVec, outer_mulVec, outer_mulVec] at e
      exact single_pole_of_orthogonal h₁ h₂ huv e
    choose A Ω hΩ h using key
    exact ⟨hA.eigenvectorBasis, A, Ω, hΩ, h⟩

end

end PlasmonPole
```

```lean
#print axioms PlasmonPole.frozen_eigenvectors_fail
#print axioms PlasmonPole.plasmon_pole_exact_iff
```

```
'PlasmonPole.frozen_eigenvectors_fail' depends on axioms: [propext, Classical.choice, Quot.sound]
'PlasmonPole.plasmon_pole_exact_iff' depends on axioms: [propext, Classical.choice, Quot.sound]
```

## The response matrix and its frozen eigenvectors

The matrix `response u v w₁ w₂ ν` is
\[
X(\nu)=\frac{uu^T}{w_1^2+\nu^2}+\frac{vv^T}{w_2^2+\nu^2},
\]
where \(w_1,w_2\) are excitation energies, \(u,v\) are real transition vectors and \(\nu\) is the imaginary frequency. Coulomb factors and the usual \(\sqrt{2w}\) are absorbed into the vectors. With the sign convention \(\varepsilon^{-1}=1-X\) for the symmetrised dielectric matrix, \(\varepsilon\) and \(X\) have the same eigenvectors.

The finite type `n` labels the basis functions, `vecMulVec u v` is \(uv^T\), `⬝ᵥ` is the dot product and `*ᵥ` applies a matrix to a vector. Linear dependence, `¬ LinearIndependent ℝ ![u, v]`, includes the case of a zero vector.

There are three main statements, all for distinct positive \(w_1,w_2\):

- `response_commute_iff` is the commutation criterion, for any single \(\nu\neq0\).
- `frozen_eigenvectors_fail` says that if \(\nu\neq0\) and \(u,v\) are neither orthogonal nor dependent, every basis of static eigenvectors, orthogonal or not, contains a vector that is not an eigenvector of \(X(\nu)\), whatever eigenvalue is allowed.
- `plasmon_pole_exact_iff` concerns an orthonormal basis \(e_i\), independent of \(\nu\), with eigenvalues \(A_i/(\Omega_i^2+\nu^2)\), \(\Omega_i>0\) and \(A_i\) any real number. Such a model is exact for all real \(\nu\) if and only if \(u\cdot v=0\).

Nonzero parallel vectors separate the two criteria: the matrices commute, but the eigenvalue along \(u\) has two poles.

For GW calculations that assume the static dielectric eigenvectors remain eigenvectors at all frequencies, this identifies a source of error within a finite, real model with two undamped excitations. It gives no estimate of the error's size.

## The commutator

Let \(w_1\neq w_2\) be positive and \(\nu\neq0\). Write \(a_k=1/w_k^2\) and \(b_k=1/(w_k^2+\nu^2)\). By `outer_mul`, \((xy^T)(zs^T)=(y\cdot z)\,xs^T\) for any vectors \(x,y,z,s\), so
\[
\begin{aligned}
X(0)X(\nu)={}&a_1b_1(u\cdot u)uu^T+a_2b_2(v\cdot v)vv^T\\
&+(u\cdot v)\,(a_1b_2\,uv^T+a_2b_1\,vu^T).
\end{aligned}
\]
The reverse product exchanges \(a\) and \(b\). Subtracting gives `response_commutator`:
\[
[X(0),X(\nu)]=(a_1b_2-a_2b_1)(u\cdot v)(uv^T-vu^T),
\]
\[
a_1b_2-a_2b_1=\frac{\nu^2(w_2^2-w_1^2)}{w_1^2w_2^2(w_1^2+\nu^2)(w_2^2+\nu^2)}\neq0.
\]

It remains to see when \(uv^T=vu^T\), which is `outer_symm_iff`. Equality of the entries means \(v_ju-u_jv=0\) for every \(j\). If \(u,v\) were independent, all \(u_j\) would vanish, a contradiction. Conversely, if one vector is a multiple of the other, both outer products are the same multiple of one symmetric matrix.

If every vector of some basis were an eigenvector of both matrices, the two products would agree on each basis vector, and the matrices would commute. This proves `frozen_eigenvectors_fail`.

## One pole per eigenvector

Suppose the single-pole model is exact. For a basis vector \(e\), put \(p=u\cdot e\) and \(q=v\cdot e\). Taking the dot product of \(X(\nu)e\) with \(e\) gives
\[
\frac{p^2}{w_1^2+\nu^2}+\frac{q^2}{w_2^2+\nu^2}=\frac{A}{\Omega^2+\nu^2}.
\]
Clearing denominators leaves a polynomial identity of degree at most two in \(t=\nu^2\), so it also holds at negative \(t\). At \(t=-w_1^2\) and \(t=-w_2^2\) it yields
\[
p^2(w_2^2-w_1^2)(\Omega^2-w_1^2)=0,\qquad
q^2(w_2^2-w_1^2)(\Omega^2-w_2^2)=0.
\]
If \(pq\neq0\), then \(w_1^2=\Omega^2=w_2^2\), a contradiction. In `weight_eq_zero_of_single_pole`, `linear_combination` obtains these two equations by interpolation from \(\nu=0,1,2\). Summing over the basis, \(u\cdot v=\sum_i(u\cdot e_i)(e_i\cdot v)=0\).

Now let \(u\cdot v=0\). The symmetric matrix \(uu^T-vv^T\) has an orthonormal eigenbasis, `hA.eigenvectorBasis`. For an eigenvector \(x\) with eigenvalue \(l\),
\[
(u\cdot x)u-(v\cdot x)v=l\,x.
\]
Dot products with \(u\) and \(v\) give \((u\cdot u)(u\cdot x)=l(u\cdot x)\) and \(-(v\cdot v)(v\cdot x)=l(v\cdot x)\). If both overlaps were nonzero, then \(u\cdot u=l=-v\cdot v\), which forces \(u=0\), a contradiction. So one overlap vanishes, and `single_pole_of_orthogonal` reads off the eigenvalue of \(X(\nu)\): \(-l/(w_2^2+\nu^2)\) if \(u\cdot x=0\), and \(l/(w_1^2+\nu^2)\) if \(v\cdot x=0\). The minus sign in \(uu^T-vv^T\) matters: with a plus sign and \(|u|=|v|\neq0\), the vector \(u+v\) would be an eigenvector overlapping with both.
